# With no first-order energy, the first-order response changes ⟨H₀⟩ by minus half the expectation value of the perturbation, to second order

Let $H_0$ and $V$ be real symmetric operators, and let $p_0$ be a unit vector with $H_0p_0=E_0p_0$ and $\langle p_0,Vp_0\rangle=0$. The first-order response $p_1$ is orthogonal to $p_0$ and solves $(H_0-E_0)p_1=-Vp_0$. The second-order energy is $E_2=\langle p_0,Vp_1\rangle$. I think of $H_0$ as two separate monomers and of $lV$ as their interaction, with a real coupling strength $l$.

In the normalized state along $p_0+l\,p_1$, the interaction energy $l\langle V\rangle$ should be $2E_2l^2$ to leading order, while $\langle H_0\rangle$ should change by $-E_2l^2$. For a dispersion attraction, $E_2<0$, so exciting the monomers would give back half of what the interaction gains. Can this be made rigorous as a statement about limits, and checked by machine?

## Two exact identities and a norm that tends to one

Yes, and two of your assumptions are not needed as hypotheses. Take the inner product of the response equation with $p_0$:

$$\langle p_0,H_0p_1\rangle-E_0\langle p_0,p_1\rangle=-\langle p_0,Vp_0\rangle .$$

By symmetry, $\langle p_0,H_0p_1\rangle=\langle H_0p_0,p_1\rangle=E_0\langle p_0,p_1\rangle$. The left side is zero, so $\langle p_0,Vp_0\rangle=0$ follows from the response equation. Orthogonality of $p_1$ to $p_0$ is never used.

Now put $x=p_0+l\,p_1$. Since $H_0p_1=E_0p_1-Vp_0$,

$$H_0x=E_0p_0+l(E_0p_1-Vp_0)=E_0x-l\,Vp_0 .$$

Pairing with $x$ and using $\langle p_1,Vp_0\rangle=\langle p_0,Vp_1\rangle=E_2$ gives

$$\langle x,H_0x\rangle-E_0\|x\|^2=-l\langle p_0,Vp_0\rangle-l^2\langle p_1,Vp_0\rangle=-l^2E_2 .$$

Expanding the inner product of $x$ with $Vx$ gives

$$\langle x,Vx\rangle=2l\,E_2+l^2\langle p_1,Vp_1\rangle .$$

Both identities are exact in $l$. The normalization is $N=\|x\|^2=1+2l\langle p_0,p_1\rangle+l^2\|p_1\|^2$, which tends to $1$. For small $l\neq0$, division by $N$ and by the powers of $l$ yields

$$\frac{\langle V\rangle}{l}=\frac{2E_2+l\langle p_1,Vp_1\rangle}{N}\to 2E_2,\qquad \frac{\langle H_0\rangle-E_0}{l^2}=\frac{-E_2}{N}\to -E_2 .$$

If $E_2\neq0$, the quotient of the two limits is $-1/2$.

The same identities show what happens if the response is scaled by a real number $t$. With $l$ replaced by $tl$ in the state, the unnormalized energy of $H_0+lV$ relative to $E_0$ is

$$-t^2l^2E_2+l\left(2tl\,E_2+t^2l^2\langle p_1,Vp_1\rangle\right)=l^2\left[(2t-t^2)E_2+l\,t^2\langle p_1,Vp_1\rangle\right].$$

After division by $l^2$ and by the squared norm of the state, the limit is $(2t-t^2)E_2$. This is stationary at $t=1$, where it equals $E_2$.

Here is the complete Lean file.

```lean
import Mathlib

open Filter Topology

namespace DispersionHalfRepayment

noncomputable section

variable {F : Type*} [NormedAddCommGroup F] [InnerProductSpace ℝ F]

/-- The expectation value of the operator `A` in the normalized state along `x`, for `x ≠ 0`. -/
def mean (A : F →ₗ[ℝ] F) (x : F) : ℝ := inner ℝ x (A x) / ‖x‖ ^ 2

/-- The second-order energy `⟨p0, V p1⟩`. -/
def secondOrderEnergy (V : F →ₗ[ℝ] F) (p0 p1 : F) : ℝ := inner ℝ p0 (V p1)

/-- The unit vector `p0` is an eigenstate of the symmetric Hamiltonian `H0` with energy `E0`, and
`p1` solves the first-order response equation for the symmetric perturbation `V`. -/
structure FirstOrderResponse (H0 V : F →ₗ[ℝ] F) (E0 : ℝ) (p0 p1 : F) : Prop where
  symmH : H0.IsSymmetric
  symmV : V.IsSymmetric
  unit : ‖p0‖ = 1
  eigen : H0 p0 = E0 • p0
  response : H0 p1 - E0 • p1 = -V p0

variable {H0 V : F →ₗ[ℝ] F} {E0 : ℝ} {p0 p1 : F}

/-- When the response equation has a solution, the first-order energy `⟨p0, V p0⟩` vanishes. -/
theorem first_order_energy_zero (h : FirstOrderResponse H0 V E0 p0 p1) :
    inner ℝ p0 (V p0) = 0 := by
  have e := congrArg (fun y => inner ℝ p0 y) h.response
  simp only [inner_sub_right, inner_neg_right, real_inner_smul_right] at e
  have s : inner ℝ (H0 p0) p1 = inner ℝ p0 (H0 p1) := h.symmH p0 p1
  rw [h.eigen, real_inner_smul_left] at s
  linarith

/-- The excitation energy of the unnormalized state `p0 + l p1` is exactly `-l² E2`. -/
theorem excitation_identity (h : FirstOrderResponse H0 V E0 p0 p1) (l : ℝ) :
    inner ℝ (p0 + l • p1) (H0 (p0 + l • p1)) - E0 * ‖p0 + l • p1‖ ^ 2
      = -l ^ 2 * secondOrderEnergy V p0 p1 := by
  have hp1 : H0 p1 = E0 • p1 - V p0 := by
    have e := h.response
    rw [sub_eq_iff_eq_add] at e
    rw [e]
    abel
  -- the response equation turns the excitation into an overlap with `V p0`
  have key : H0 (p0 + l • p1) = E0 • (p0 + l • p1) - l • V p0 := by
    rw [map_add, map_smul, h.eigen, hp1]
    module
  have swap : inner ℝ p1 (V p0) = secondOrderEnergy V p0 p1 :=
    (h.symmV p1 p0).symm.trans (real_inner_comm _ _)
  rw [key, inner_sub_right, real_inner_smul_right, real_inner_smul_right,
    real_inner_self_eq_norm_sq, inner_add_left, real_inner_smul_left,
    first_order_energy_zero h, swap]
  ring

/-- For the unnormalized state `x = p0 + l p1`, the inner product `⟨x, V x⟩` is `2 l E2 + l² ⟨p1, V
p1⟩`. -/
theorem interaction_identity (h : FirstOrderResponse H0 V E0 p0 p1) (l : ℝ) :
    inner ℝ (p0 + l • p1) (V (p0 + l • p1))
      = 2 * l * secondOrderEnergy V p0 p1 + l ^ 2 * inner ℝ p1 (V p1) := by
  have swap : inner ℝ p1 (V p0) = inner ℝ p0 (V p1) :=
    (h.symmV p1 p0).symm.trans (real_inner_comm _ _)
  simp only [map_add, map_smul, inner_add_left, inner_add_right, real_inner_smul_left,
    real_inner_smul_right, first_order_energy_zero h, swap, secondOrderEnergy]
  ring

/-- For a unit vector `p0`, the squared norm of `p0 + t l p1` tends to one as `l` goes to zero. -/
theorem norm_sq_limit (hu : ‖p0‖ = 1) (p1 : F) (t : ℝ) :
    Tendsto (fun l : ℝ => ‖p0 + (t * l) • p1‖ ^ 2) (𝓝[≠] 0) (𝓝 1) := by
  have c : Continuous (fun l : ℝ => ‖p0 + (t * l) • p1‖ ^ 2) := by fun_prop
  have k : Tendsto (fun l : ℝ => ‖p0 + (t * l) • p1‖ ^ 2) (𝓝 0)
      (𝓝 (‖p0 + (t * 0) • p1‖ ^ 2)) := c.tendsto 0
  rw [mul_zero, zero_smul ℝ p1, add_zero, hu, one_pow] at k
  exact k.mono_left nhdsWithin_le_nhds

/-- With the response scaled by `t`, the total energy `⟨H0 + l V⟩` differs from `E0` by `(2t - t²)
E2 l²` to second order in `l`. -/
theorem scaled_response_energy (h : FirstOrderResponse H0 V E0 p0 p1) (t : ℝ) :
    Tendsto (fun l : ℝ => (mean (H0 + l • V) (p0 + (t * l) • p1) - E0) / l ^ 2) (𝓝[≠] 0)
      (𝓝 ((2 * t - t ^ 2) * secondOrderEnergy V p0 p1)) := by
  have n := norm_sq_limit h.unit p1 t
  have hN : ∀ᶠ l in 𝓝[≠] (0 : ℝ), ‖p0 + (t * l) • p1‖ ^ 2 ≠ 0 := n.eventually_ne one_ne_zero
  have num : Tendsto (fun l : ℝ => (2 * t - t ^ 2) * secondOrderEnergy V p0 p1
      + l * (t ^ 2 * inner ℝ p1 (V p1))) (𝓝[≠] 0)
      (𝓝 ((2 * t - t ^ 2) * secondOrderEnergy V p0 p1 + 0 * (t ^ 2 * inner ℝ p1 (V p1)))) :=
    ((continuous_const.add (continuous_id.mul continuous_const)).tendsto 0).mono_left
      nhdsWithin_le_nhds
  have lim := num.div n one_ne_zero
  rw [zero_mul, add_zero, div_one] at lim
  refine lim.congr' ?_
  filter_upwards [self_mem_nhdsWithin, hN] with l hl hNl
  have hl0 : l ≠ 0 := hl
  have hH := sub_eq_iff_eq_add.mp (excitation_identity h (t * l))
  simp only [Pi.div_apply, mean]
  rw [LinearMap.add_apply, LinearMap.smul_apply, inner_add_right, real_inner_smul_right,
    hH, interaction_identity h (t * l)]
  generalize ‖p0 + (t * l) • p1‖ ^ 2 = N at hNl ⊢
  field_simp
  ring

/-- In the normalized state along `p0 + l p1`, `⟨V⟩ / l` tends to `2 E2` and
`(⟨H0⟩ - E0) / l²` tends to `-E2` as `l` goes to zero. -/
theorem excitation_repays_half (h : FirstOrderResponse H0 V E0 p0 p1) :
    Tendsto (fun l : ℝ => mean V (p0 + l • p1) / l) (𝓝[≠] 0)
        (𝓝 (2 * secondOrderEnergy V p0 p1)) ∧
      Tendsto (fun l : ℝ => (mean H0 (p0 + l • p1) - E0) / l ^ 2) (𝓝[≠] 0)
        (𝓝 (-secondOrderEnergy V p0 p1)) := by
  have n := norm_sq_limit h.unit p1 1
  simp only [one_mul] at n
  have hN : ∀ᶠ l in 𝓝[≠] (0 : ℝ), ‖p0 + l • p1‖ ^ 2 ≠ 0 := n.eventually_ne one_ne_zero
  constructor
  · have num : Tendsto (fun l : ℝ => 2 * secondOrderEnergy V p0 p1 + l * inner ℝ p1 (V p1))
        (𝓝[≠] 0) (𝓝 (2 * secondOrderEnergy V p0 p1 + 0 * inner ℝ p1 (V p1))) :=
      ((continuous_const.add (continuous_id.mul continuous_const)).tendsto 0).mono_left
        nhdsWithin_le_nhds
    have lim := num.div n one_ne_zero
    rw [zero_mul, add_zero, div_one] at lim
    refine lim.congr' ?_
    filter_upwards [self_mem_nhdsWithin, hN] with l hl hNl
    have hl0 : l ≠ 0 := hl
    simp only [Pi.div_apply, mean]
    rw [interaction_identity h l]
    generalize ‖p0 + l • p1‖ ^ 2 = N at hNl ⊢
    field_simp
  · have lim := (tendsto_const_nhds (x := -secondOrderEnergy V p0 p1)).div n one_ne_zero
    rw [div_one] at lim
    refine lim.congr' ?_
    filter_upwards [self_mem_nhdsWithin, hN] with l hl hNl
    have hl0 : l ≠ 0 := hl
    simp only [Pi.div_apply, mean]
    rw [sub_eq_iff_eq_add.mp (excitation_identity h l)]
    generalize ‖p0 + l • p1‖ ^ 2 = N at hNl ⊢
    field_simp
    ring

/-- If `E2 ≠ 0`, the ratio of the excitation energy `⟨H0⟩ - E0` to the interaction energy
`l ⟨V⟩` tends to `-1/2`. -/
theorem repayment_ratio (h : FirstOrderResponse H0 V E0 p0 p1)
    (hE : secondOrderEnergy V p0 p1 ≠ 0) :
    Tendsto (fun l : ℝ => (mean H0 (p0 + l • p1) - E0) / (l * mean V (p0 + l • p1)))
      (𝓝[≠] 0) (𝓝 (-1 / 2)) := by
  obtain ⟨hV, hH⟩ := excitation_repays_half h
  have lim := hH.div hV (mul_ne_zero two_ne_zero hE)
  have val : -secondOrderEnergy V p0 p1 / (2 * secondOrderEnergy V p0 p1) = -1 / 2 := by
    field_simp
  rw [val] at lim
  refine lim.congr' ?_
  filter_upwards [self_mem_nhdsWithin] with l hl
  have hl0 : l ≠ 0 := hl
  simp only [Pi.div_apply]
  rw [div_div_div_eq, show l ^ 2 * mean V (p0 + l • p1) = l * mean V (p0 + l • p1) * l by ring,
    mul_div_mul_right _ _ hl0]

/-- The two-level Hamiltonian with energies `0` and `Δ`. -/
def twoLevelH (Δ : ℝ) : EuclideanSpace ℝ (Fin 2) →ₗ[ℝ] EuclideanSpace ℝ (Fin 2) where
  toFun x := !₂[0, Δ * x 1]
  map_add' x y := by ext i; fin_cases i <;> simp; ring
  map_smul' c x := by ext i; fin_cases i <;> simp; ring

/-- The perturbation that couples the two levels with strength `v`. -/
def twoLevelV (v : ℝ) : EuclideanSpace ℝ (Fin 2) →ₗ[ℝ] EuclideanSpace ℝ (Fin 2) where
  toFun x := !₂[v * x 1, v * x 0]
  map_add' x y := by ext i; fin_cases i <;> simp <;> ring
  map_smul' c x := by ext i; fin_cases i <;> simp <;> ring

/-- The two-level system with gap `Δ ≠ 0` and coupling `v` has the first-order response
`(0, -v/Δ)` and the second-order energy `-v²/Δ`. -/
theorem two_level_witness (Δ v : ℝ) (hΔ : Δ ≠ 0) :
    FirstOrderResponse (twoLevelH Δ) (twoLevelV v) 0 !₂[1, 0] !₂[0, -(v / Δ)] ∧
      secondOrderEnergy (twoLevelV v) !₂[1, 0] !₂[0, -(v / Δ)] = -(v ^ 2 / Δ) := by
  have e : Δ * (v / Δ) = v := by field_simp
  refine ⟨⟨?_, ?_, ?_, ?_, ?_⟩, ?_⟩
  · intro x y
    simp [twoLevelH, PiLp.inner_apply, Fin.sum_univ_two]
    ring
  · intro x y
    simp [twoLevelV, PiLp.inner_apply, Fin.sum_univ_two]
    ring
  · simp [EuclideanSpace.norm_eq, Fin.sum_univ_two]
  · ext i
    fin_cases i <;> simp [twoLevelH]
  · ext i
    fin_cases i <;> simp [twoLevelH, twoLevelV, e]
  · simp [secondOrderEnergy, twoLevelV, PiLp.inner_apply, Fin.sum_univ_two]
    ring

end

end DispersionHalfRepayment
```

```lean
#print axioms DispersionHalfRepayment.first_order_energy_zero
#print axioms DispersionHalfRepayment.scaled_response_energy
#print axioms DispersionHalfRepayment.repayment_ratio
```

```
'DispersionHalfRepayment.first_order_energy_zero' depends on axioms: [propext, Classical.choice, Quot.sound]
'DispersionHalfRepayment.scaled_response_energy' depends on axioms: [propext, Classical.choice, Quot.sound]
'DispersionHalfRepayment.repayment_ratio' depends on axioms: [propext, Classical.choice, Quot.sound]
```

## What the theorems say about the physics

The state space `F` is a real inner product space of any dimension. The operators are linear maps `F →ₗ[ℝ] F`, and `FirstOrderResponse H0 V E0 p0 p1` collects the assumptions: both operators are symmetric, `p0` is a unit eigenvector with energy `E0`, and `p1` solves the response equation.

The function `mean A x` is $\langle x,Ax\rangle/\|x\|^2$, so it is the expectation value in the normalized state although `x` itself is not normalized. The filter `𝓝[≠] 0` means that $l$ approaches zero from both sides without being zero.

`excitation_repays_half` states the two limits, and `repayment_ratio` states the ratio for $E_2\neq0$. `scaled_response_energy` covers the scaled response. `two_level_witness` supplies a concrete case: for levels $0$ and $\Delta\neq0$ with coupling $v$, the response is $(0,-v/\Delta)$ and $E_2=-v^2/\Delta$.

For electronic structure, the result gives the balance between interaction and monomer excitation behind a second-order dispersion energy, in a model that keeps only the first-order response and takes the limit of weak coupling. The interaction energy here is the expectation value $l\langle V\rangle$, not the energy of the complex minus that of the separate monomers. In this model that difference is $E_2l^2$ to second order, the sum of $2E_2l^2$ from the interaction and $-E_2l^2$ from the monomers. Some restrictions remain:

- The monomers enter only through your reading of $H_0$; the file contains no product structure, antisymmetry or Coulomb potential. Nothing in it separates dispersion from induction, and $E_2$ can contain both.
- The existence of $p_1$ is assumed.
- Both operators act on all of `F`, so an unbounded Hamiltonian fits only if `F` is a common domain that both operators map into itself and that contains $p_0$ and $p_1$.
- The sign of $E_2$ is left open, since $p_0$ need not be the ground state.

A different model would allow a nonzero first-order energy $E_1=\langle p_0,Vp_0\rangle$, with response equation $(H_0-E_0)p_1=(E_1-V)p_0$. The argument then applies to $V-E_1$: the quantity with limit $2E_2$ becomes $(\langle V\rangle-E_1)/l$, where $E_2=\langle p_0,(V-E_1)p_1\rangle$. Orthogonality would now matter, because it reduces this to $\langle p_0,Vp_1\rangle$.

## How the proof follows the calculation

`first_order_energy_zero` pairs the response equation with `p0` and uses the symmetry of `H0`. In `excitation_identity`, the step `key` is the formula for $H_0x$, and `swap` is the symmetry of $V$. `interaction_identity` expands the other inner product, with `ring` collecting the terms. `norm_sq_limit` obtains $N\to1$ from continuity, with the factor $t$ included for the scaled case.

The limits turn on `Tendsto.congr'`, which transfers a limit from one function to another that agrees with it eventually along the filter. The proof first finds the limit of a harmless quotient, such as $(2E_2+l\langle p_1,Vp_1\rangle)/N$, whose denominator tends to $1$ instead of $0$. It then shows that this quotient equals $\langle V\rangle/l$ for all small $l\neq0$.

For that equality, `filter_upwards` supplies two facts at each nearby point: $l\neq0$, from the punctured neighbourhood, and $N\neq0$, from `eventually_ne` applied to $N\to1$. The exact identities are substituted, `generalize` replaces the squared norm by a single variable `N`, and `field_simp` clears the denominators, with `ring` finishing where needed.

`repayment_ratio` divides the two limits and cancels the common factor $l$. The two-level case is checked component by component.
